# The exchange operator of two sites as a singlet pair product: S_i·S_j − n_i n_j/4 = −½ B b

Let i ≠ j be two sites, each carrying one spin-½ fermion orbital, with creation operators c_ks and annihilation operators a_ks (k a site, s = 0 for spin up, s = 1 for spin down) that obey the canonical anticommutation relations (CAR). Let S_k be the spin, in units of ħ, and n_k the electron number at site k. Then

    S_i·S_j − ¼ n_i n_j = −½ B b,

    B = c_i0 c_j1 − c_i1 c_j0,    b = a_j1 a_i0 − a_j0 a_i1.

B creates and b removes a singlet pair on the two sites. The equation holds between elements of the algebra, so it covers empty and doubly occupied sites as well as singly occupied ones. Multiplied by a coupling J and restricted to states with no doubly occupied site, the left side is the exchange term of one bond in the t–J model. That restriction is not imposed here, and neither the hopping term nor a derivation from a Hubbard Hamiltonian is treated.

## Derivation

Write E_k(s,t) = c_ks a_kt, and I for the imaginary unit. With σ^α the Pauli matrices (α = x, y, z), the definition S_k^α = ½ Σ_st σ^α_st E_k(s,t) gives

    S_k^x = ½ [E_k(0,1) + E_k(1,0)],
    S_k^y = (I/2) [E_k(1,0) − E_k(0,1)],
    S_k^z = ½ [E_k(0,0) − E_k(1,1)],
    n_k = E_k(0,0) + E_k(1,1).

Step 1, completeness. The y product carries (I/2)² = −¼, so in the sum of the x and y products the terms E_i(0,1) E_j(0,1) and E_i(1,0) E_j(1,0) cancel and the mixed terms double. In the z product plus ¼ n_i n_j the terms with opposite spins cancel:

    S_i^x S_j^x + S_i^y S_j^y = ½ [E_i(0,1) E_j(1,0) + E_i(1,0) E_j(0,1)],
    S_i^z S_j^z + ¼ n_i n_j = ½ [E_i(0,0) E_j(0,0) + E_i(1,1) E_j(1,1)].

Adding the two lines,

    S_i·S_j + ¼ n_i n_j = ½ Σ_st E_i(s,t) E_j(t,s).    (1)

No operator was moved past another, so (1) needs neither the CAR nor i ≠ j. Subtracting ½ n_i n_j removes the equal-spin terms:

    S_i·S_j − ¼ n_i n_j = ½ [E_i(0,1) E_j(1,0) + E_i(1,0) E_j(0,1) − E_i(0,0) E_j(1,1) − E_i(1,1) E_j(0,0)].    (2)

Step 2, reordering. For i ≠ j the operator a_it anticommutes with a_jt′ and with c_js′. Moving it two places to the left costs two signs:

    c_is c_js′ a_jt′ a_it = −c_is c_js′ a_it a_jt′ = c_is a_it c_js′ a_jt′ = E_i(s,t) E_j(s′,t′).    (3)

Step 3, expansion. Multiplying out B b and applying (3) to each of the four terms,

    B b = E_i(0,0) E_j(1,1) − E_i(0,1) E_j(1,0) − E_i(1,0) E_j(0,1) + E_i(1,1) E_j(0,0),

and −½ times this is the right side of (2).

The same expansion with all signs positive gives T₀ t₀ for the opposite-spin triplet operators T₀ = c_i0 c_j1 + c_i1 c_j0 and t₀ = a_j1 a_i0 + a_j0 a_i1. Adding ½ n_i n_j to (1) and using (3) on the equal-spin terms,

    S_i·S_j + ¾ n_i n_j = c_i0 c_j0 a_j0 a_i0 + c_i1 c_j1 a_j1 a_i1 + ½ T₀ t₀.    (4)

If c_ks is the adjoint of a_ks, then B is the adjoint of b, and for any vector ψ

    ⟨ψ, (S_i·S_j − ¼ n_i n_j) ψ⟩ = −½ ⟨bψ, bψ⟩ = −½ ‖bψ‖².    (5)

Let Ω be a vacuum, a_ks Ω = 0 for all k and s. Since a_i0 c_i0 = 1 − c_i0 a_i0 and a_i0 c_j1 Ω = −c_j1 a_i0 Ω = 0,

    a_j1 a_i0 c_i0 c_j1 Ω = a_j1 c_j1 Ω = Ω,

and likewise a_j0 a_i1 c_i1 c_j0 Ω = Ω. The cross terms vanish: in a_j1 a_i0 c_i1 c_j0 Ω the operator a_i0 anticommutes past both creators and meets Ω, and so does a_i1 in the other one. Hence

    b B Ω = Ω + Ω = 2Ω,    b T₀ Ω = Ω − Ω = 0,

and the exchange operator −½ B b sends BΩ to −BΩ and T₀Ω to 0. B is not normalised: with adjointness and ‖Ω‖ = 1 one has ‖BΩ‖² = ⟨Ω, bBΩ⟩ = 2, the unit singlet is BΩ/√2, and in terms of B/√2 and b/√2 the prefactor −½ becomes −1.

The condition i ≠ j is needed. For i = j the CAR give b = 2 a_i1 a_i0, so on the one-electron state φ = c_i0 Ω one finds bφ = 2 a_i1 Ω = 0 and the right side vanishes. On the left, (1) still holds. Since E_i(t,s) φ equals c_it Ω for s = 0 and 0 for s = 1, and E_i(0,t) c_it Ω = φ, the sum in (1) gives ½ (φ + φ) = φ. Subtracting ½ n_i² φ = ½ φ leaves ½ φ, which is nonzero. This counter-example and the √2 normalisation are worked on paper only and are not among the Lean theorems.

## Formal development

The sites form an arbitrary type `L`, finite or not, and the operators live in a ring `A` that is an algebra over ℂ. No Hilbert space is fixed at this stage.

```lean
import Mathlib

open Complex
open scoped InnerProductSpace

namespace SingletPairExchange

noncomputable section

variable {L A : Type*} [Ring A] [Algebra ℂ A]
```

Spin is `Fin 2`, so `c i s` is c_is and `a i s` is a_is with the same labels 0 and 1. The structure `CAR` lists the three anticommutators. It does not relate `c` to `a` by an adjoint, since `A` has no star operation.

```lean
/-- Canonical anticommutation relations for creators `c` and annihilators `a` labelled by a
site and a spin (`0` = up, `1` = down). -/
structure CAR [DecidableEq L] (c a : L → Fin 2 → A) : Prop where
  aa : ∀ i s j t, a i s * a j t + a j t * a i s = 0
  cc : ∀ i s j t, c i s * c j t + c j t * c i s = 0
  ac : ∀ i s j t, a i s * c j t + c j t * a i s = if i = j ∧ s = t then 1 else 0
```

The index α runs over `Fin 3`, with 0, 1, 2 for x, y, z. Spin is measured in units of ħ. The definitions of `spin`, `num`, `spinDot` and `exchange` copy those above, with the site-i factor on the left in every product.

```lean
/-- The Pauli matrices `σx, σy, σz`. -/
def pauli : Fin 3 → Matrix (Fin 2) (Fin 2) ℂ :=
  ![!![0, 1; 1, 0], !![0, -I; I, 0], !![1, 0; 0, -1]]

/-- Spin component `S_i^α = ½ ∑ c_{is} σ^α_{st} a_{it}` at site `i`. -/
def spin (c a : L → Fin 2 → A) (i : L) (α : Fin 3) : A :=
  (1 / 2 : ℂ) • ∑ s, ∑ t, pauli α s t • (c i s * a i t)

/-- Electron number `n_i = ∑ c_{is} a_{is}` at site `i`. -/
def num (c a : L → Fin 2 → A) (i : L) : A := ∑ s, c i s * a i s

/-- The scalar product `S_i · S_j` of the spins at two sites. -/
def spinDot (c a : L → Fin 2 → A) (i j : L) : A := ∑ α, spin c a i α * spin c a j α

/-- The exchange operator `S_i · S_j - n_i n_j / 4`. -/
def exchange (c a : L → Fin 2 → A) (i j : L) : A :=
  spinDot c a i j - (1 / 4 : ℂ) • (num c a i * num c a j)
```

The pair operators B, b, T₀, t₀ are `singletC`, `singletA`, `tripletC`, `tripletA`, all without the factor 1/√2.

```lean
/-- Singlet pair creator `B = c_{i↑} c_{j↓} - c_{i↓} c_{j↑}`. -/
def singletC (c : L → Fin 2 → A) (i j : L) : A := c i 0 * c j 1 - c i 1 * c j 0

/-- Singlet pair annihilator `b = a_{j↓} a_{i↑} - a_{j↑} a_{i↓}`. -/
def singletA (a : L → Fin 2 → A) (i j : L) : A := a j 1 * a i 0 - a j 0 * a i 1

/-- Opposite-spin triplet pair creator `T₀ = c_{i↑} c_{j↓} + c_{i↓} c_{j↑}`. -/
def tripletC (c : L → Fin 2 → A) (i j : L) : A := c i 0 * c j 1 + c i 1 * c j 0

/-- Opposite-spin triplet pair annihilator `t₀ = a_{j↓} a_{i↑} + a_{j↑} a_{i↓}`. -/
def tripletA (a : L → Fin 2 → A) (i j : L) : A := a j 1 * a i 0 + a j 0 * a i 1
```

Equation (1) is `spinDot_add_num`, stated for arbitrary `c`, `a`, `i`, `j`. The steps `hx`, `hy`, `hz` are the three explicit spin components, `hI` is (I/2)² = −¼, and `hyy` pulls that factor out of the y product. After everything is multiplied out, `module` compares the complex coefficients of the products E_i E_j, which is the cancellation of Step 1.

```lean
/-- Completeness of the Pauli matrices, for arbitrary `c` and `a`:
`S_i · S_j + n_i n_j / 4 = ½ ∑ (c_{is} a_{it}) (c_{jt} a_{js})`. -/
theorem spinDot_add_num (c a : L → Fin 2 → A) (i j : L) :
    spinDot c a i j + (1 / 4 : ℂ) • (num c a i * num c a j)
      = (1 / 2 : ℂ) • ∑ s, ∑ t, (c i s * a i t) * (c j t * a j s) := by
  have hx : ∀ k, spin c a k 0 = (1 / 2 : ℂ) • (c k 0 * a k 1 + c k 1 * a k 0) := by
    intro k
    simp [spin, pauli, Fin.sum_univ_two]
  have hy : ∀ k, spin c a k 1 = (I / 2 : ℂ) • (c k 1 * a k 0 - c k 0 * a k 1) := by
    intro k
    simp [spin, pauli, Fin.sum_univ_two]
    module
  have hz : ∀ k, spin c a k 2 = (1 / 2 : ℂ) • (c k 0 * a k 0 - c k 1 * a k 1) := by
    intro k
    simp [spin, pauli, Fin.sum_univ_two]
    module
  -- the `y` components contribute the factor `(I/2)² = -1/4`
  have hI : (I / 2 * (I / 2) : ℂ) = -1 / 4 := by linear_combination (1 / 4 : ℂ) * I_mul_I
  have hyy : spin c a i 1 * spin c a j 1 = (-1 / 4 : ℂ) •
      ((c i 1 * a i 0 - c i 0 * a i 1) * (c j 1 * a j 0 - c j 0 * a j 1)) := by
    rw [hy, hy, smul_mul_assoc, mul_smul_comm, smul_smul, hI]
  rw [spinDot, Fin.sum_univ_three, hyy]
  simp only [hx, hz, num, Fin.sum_univ_two, smul_mul_assoc, mul_smul_comm, mul_add, add_mul,
    mul_sub, sub_mul]
  module
```

Equation (3) is `pair_reorder`. The two sign flips are `h1`, from `h.aa`, and `h2`, from `h.ac`, whose right side is 0 because of `hij`. The `calc` chain applies them in the order of (3).

```lean
variable [DecidableEq L] {c a : L → Fin 2 → A} {i j : L}

omit [Algebra ℂ A] in
/-- For distinct sites obeying the CAR, a pair creator times a pair annihilator factorises into one bilinear
on each site. -/
theorem pair_reorder (h : CAR c a) (hij : i ≠ j) (s s' t' t : Fin 2) :
    c i s * c j s' * (a j t' * a i t) = (c i s * a i t) * (c j s' * a j t') := by
  have h1 : a j t' * a i t = -(a i t * a j t') := eq_neg_of_add_eq_zero_left (h.aa j t' i t)
  have h2 : a i t * c j s' = -(c j s' * a i t) :=
    eq_neg_of_add_eq_zero_left (by simpa [hij] using h.ac i t j s')
  calc c i s * c j s' * (a j t' * a i t)
      = -(c i s * (c j s' * a i t) * a j t') := by rw [h1]; noncomm_ring
    _ = c i s * (a i t * c j s') * a j t' := by rw [h2]; noncomm_ring
    _ = (c i s * a i t) * (c j s' * a j t') := by noncomm_ring
```

The main theorem reads: if `c` and `a` obey the CAR and `i ≠ j`, then `exchange c a i j` equals −½ times `singletC c i j * singletA a i j` in `A`. Nothing is assumed about states or occupation. The first `simp only` expands B b and reorders its four terms, the second expands n_i n_j, and `linear_combination (norm := module) f` checks that the goal differs from (1) by the subtraction of ½ n_i n_j. The proof goes through `pair_reorder` and uses only `aa` and `ac`; the field `cc` is not called on.

```lean
/-- For distinct sites obeying the CAR, `S_i · S_j - n_i n_j / 4 = -½ B b`. -/
theorem exchange_eq_singlet (h : CAR c a) (hij : i ≠ j) :
    exchange c a i j = (-(1 / 2) : ℂ) • (singletC c i j * singletA a i j) := by
  have f := spinDot_add_num c a i j
  -- expand `B b` into four terms and bring each into on-site bilinears
  simp only [exchange, singletC, singletA, sub_mul, mul_sub, pair_reorder h hij]
  simp only [num, Fin.sum_univ_two, mul_add, add_mul] at f ⊢
  linear_combination (norm := module) f
```

Equation (4) has the same proof with the triplet operators.

```lean
/-- For distinct sites obeying the CAR, `S_i · S_j + ¾ n_i n_j` is the sum of the up-up and
down-down pair terms and `½ T₀ t₀`. -/
theorem spinDot_eq_triplet (h : CAR c a) (hij : i ≠ j) :
    spinDot c a i j + (3 / 4 : ℂ) • (num c a i * num c a j)
      = c i 0 * c j 0 * (a j 0 * a i 0) + c i 1 * c j 1 * (a j 1 * a i 1)
        + (1 / 2 : ℂ) • (tripletC c i j * tripletA a i j) := by
  have f := spinDot_add_num c a i j
  simp only [tripletC, tripletA, add_mul, mul_add, pair_reorder h hij]
  simp only [num, Fin.sum_univ_two, mul_add, add_mul] at f ⊢
  linear_combination (norm := module) f
```

For a lattice, `bonds` is a finite set of ordered pairs of distinct sites and `J` is any complex coupling. The identity is applied bond by bond. The pairs (i, j) and (j, i) count as two bonds if both are present, and for the empty set both sides are 0.

```lean
/-- Under the CAR, on a finite set of bonds between distinct sites with couplings `J`, the summed exchange
operator equals `-½ ∑ J B b`. -/
theorem exchange_sum_bonds (h : CAR c a) (bonds : Finset (L × L))
    (hb : ∀ p ∈ bonds, p.1 ≠ p.2) (J : L × L → ℂ) :
    ∑ p ∈ bonds, J p • exchange c a p.1 p.2
      = (-(1 / 2) : ℂ) • ∑ p ∈ bonds, J p • (singletC c p.1 p.2 * singletA a p.1 p.2) := by
  rw [Finset.smul_sum]
  refine Finset.sum_congr rfl fun p hp => ?_
  rw [exchange_eq_singlet h (hb p hp)]
  exact smul_comm _ _ _
```

For (5) the algebra is that of linear maps defined on the whole of a complex inner product space `E`, which need not be complete or finite-dimensional. The inner product is linear in its second slot, as in a bra-ket. Adjointness is the hypothesis `hadj`, which is assumed and not derived from the CAR. The vector `ψ` is arbitrary; the left side is an expectation value when ‖ψ‖ = 1. The step `hB` applies `hadj` twice to each term of B, which reverses the order of the factors and yields b.

```lean
/-- Under the CAR, for distinct sites, and if each creator is adjoint to its annihilator,
`⟪ψ, (S_i · S_j - n_i n_j / 4) ψ⟫ = -½ ‖b ψ‖²` for every vector `ψ`. -/
theorem exchange_expectation {E : Type*} [NormedAddCommGroup E] [InnerProductSpace ℂ E]
    {c a : L → Fin 2 → Module.End ℂ E} (h : CAR c a) (hij : i ≠ j)
    (hadj : ∀ k s x y, ⟪x, c k s y⟫_ℂ = ⟪a k s x, y⟫_ℂ) (ψ : E) :
    ⟪ψ, exchange c a i j ψ⟫_ℂ = -(1 / 2) * (‖singletA a i j ψ‖ : ℂ) ^ 2 := by
  -- `B` is adjoint to `b`
  have hB : ∀ y, ⟪ψ, singletC c i j y⟫_ℂ = ⟪singletA a i j ψ, y⟫_ℂ := by
    intro y
    simp only [singletC, singletA, LinearMap.sub_apply, Module.End.mul_apply, inner_sub_left,
      inner_sub_right, hadj]
  rw [exchange_eq_singlet h hij, LinearMap.smul_apply, Module.End.mul_apply, inner_smul_right, hB]
  exact congrArg (fun z => -(1 / 2 : ℂ) * z) (inner_self_eq_norm_sq_to_K _)
```

The vacuum statements let `A` act on a complex vector space `V`, with `hΩ` saying that every annihilator kills `Ω`. The rule `hA` is the relation `ac` solved for a c and applied to a vector. With it `simp` moves each annihilator to the right until it contracts with a creator or reaches `Ω`, as in the computation of b B Ω above.

```lean
omit [Algebra ℂ A] in
/-- Under the CAR, on a vector `Ω` killed by all annihilators, `b B Ω = 2 Ω` and `b T₀ Ω = 0` for distinct
sites. -/
theorem singletA_on_pairs {V : Type*} [AddCommGroup V] [Module ℂ V] [Module A V]
    (h : CAR c a) (hij : i ≠ j) {Ω : V} (hΩ : ∀ k s, a k s • Ω = 0) :
    singletA a i j • singletC c i j • Ω = (2 : ℂ) • Ω ∧
      singletA a i j • tripletC c i j • Ω = 0 := by
  -- move annihilators to the right until they hit the vacuum
  have hA : ∀ k t l s (v : V), a k t • c l s • v
      = (if k = l ∧ t = s then v else 0) - c l s • a k t • v := by
    intro k t l s v
    have := congrArg (· • v) (h.ac k t l s)
    simp only [add_smul, mul_smul, ite_smul, one_smul, zero_smul] at this
    exact eq_sub_of_add_eq this
  constructor
  · rw [two_smul]
    simp [singletC, singletA, sub_smul, mul_smul, smul_sub, hA, hΩ, hij]
  · simp [tripletC, singletA, sub_smul, add_smul, mul_smul, smul_add, hA, hΩ, hij,
      hij.symm]
```

In `exchange_on_pairs` the instance `IsScalarTower ℂ A V` states that scaling an operator and then applying it equals applying it and then scaling, which lets the factor −½ be taken outside. The theorem allows `Ω = 0`, so it does not by itself say that BΩ or T₀Ω is nonzero.

```lean
/-- Under the CAR, for a vector `Ω` killed by all annihilators, the exchange operator of two distinct sites sends `B Ω` to `-B Ω` and
annihilates `T₀ Ω`. -/
theorem exchange_on_pairs {V : Type*} [AddCommGroup V] [Module ℂ V] [Module A V]
    [IsScalarTower ℂ A V] (h : CAR c a) (hij : i ≠ j) {Ω : V} (hΩ : ∀ k s, a k s • Ω = 0) :
    exchange c a i j • singletC c i j • Ω = -(singletC c i j • Ω) ∧
      exchange c a i j • tripletC c i j • Ω = 0 := by
  obtain ⟨h1, h2⟩ := singletA_on_pairs h hij hΩ
  constructor
  · rw [exchange_eq_singlet h hij, smul_assoc, mul_smul, h1, two_smul, smul_add]
    generalize singletC c i j • Ω = w
    module
  · rw [exchange_eq_singlet h hij, smul_assoc, mul_smul, h2, smul_zero, smul_zero]
```

A concrete model is the algebraic Fock space: the exterior algebra over the one-particle space of functions `L × Fin 2 → ℂ`. Creation is the wedge product from the left with the orbital (i, s), the function equal to 1 at (i, s) and 0 elsewhere (these functions form a basis of the one-particle space when `L` is finite), annihilation is contraction with the (i, s) coordinate, and the vacuum is `1`.

```lean
/-- Fock space: the exterior algebra over the one-particle space of sites and spins. -/
abbrev Fock (L : Type*) := ExteriorAlgebra ℂ (L × Fin 2 → ℂ)

/-- Creation on Fock space: wedge from the left with the function that is `1` at `(i, s)` and `0` elsewhere. -/
def fockC (i : L) (s : Fin 2) : Module.End ℂ (Fock L) :=
  LinearMap.mulLeft ℂ (ExteriorAlgebra.ι ℂ (Pi.single (i, s) (1 : ℂ) : L × Fin 2 → ℂ))

/-- Annihilation on Fock space: contraction with the `(i, s)` coordinate. -/
def fockA (i : L) (s : Fin 2) : Module.End ℂ (Fock L) :=
  CliffordAlgebra.contractLeft (Q := (0 : QuadraticForm ℂ (L × Fin 2 → ℂ)))
    (LinearMap.proj (R := ℂ) (φ := fun _ : L × Fin 2 => ℂ) (i, s))
```

The theorem `CAR_witness` shows that these operators obey the CAR, that the annihilators kill `1`, and that B applied to `1` is nonzero for distinct sites. In this model BΩ is therefore an eigenvector of the exchange operator with eigenvalue −1. Contractions anticommute by `CliffordAlgebra.contractLeft_comm`, wedge factors by `ExteriorAlgebra.ι_add_mul_swap`, and the mixed relation is the product rule `CliffordAlgebra.contractLeft_ι_mul`, whose scalar is 1 when (i, s) = (j, t) and 0 otherwise. If B·1 were 0, then b B·1 = 2·1 would force 2·1 = 0. This Fock space carries no inner product, so it supplies no instance of `hadj`, and the theorem makes no statement about T₀·1 being nonzero.

```lean
/-- The Fock-space operators obey the CAR, all annihilators kill the vacuum `1`, and `B`
applied to the vacuum is nonzero for distinct sites. -/
theorem CAR_witness :
    CAR (fockC (L := L)) fockA ∧ (∀ (k : L) s, fockA k s • (1 : Fock L) = 0) ∧
      ∀ i j : L, i ≠ j → singletC fockC i j • (1 : Fock L) ≠ 0 := by
  have hC : CAR (fockC (L := L)) fockA := by
    refine ⟨fun i s j t => LinearMap.ext fun x => ?_, fun i s j t => LinearMap.ext fun x => ?_,
      fun i s j t => LinearMap.ext fun x => ?_⟩
    · simp only [fockA, LinearMap.add_apply, Module.End.mul_apply, LinearMap.zero_apply]
      rw [CliffordAlgebra.contractLeft_comm, neg_add_cancel]
    · simp only [fockC, LinearMap.add_apply, Module.End.mul_apply, LinearMap.zero_apply,
        LinearMap.mulLeft_apply]
      rw [← mul_assoc, ← mul_assoc, ← add_mul, ExteriorAlgebra.ι_add_mul_swap, zero_mul]
    · simp only [fockA, fockC, LinearMap.add_apply, Module.End.mul_apply,
        LinearMap.mulLeft_apply]
      rw [CliffordAlgebra.contractLeft_ι_mul, sub_add_cancel]
      by_cases hst : i = j ∧ s = t
      · obtain ⟨rfl, rfl⟩ := hst
        simp
      · have hne : (i, s) ≠ (j, t) := fun e => hst (Prod.mk.inj e)
        rw [if_neg hst]
        simp [Pi.single_eq_of_ne hne]
  have hΩ : ∀ (k : L) s, fockA k s • (1 : Fock L) = 0 := by
    intro k s
    change fockA k s (1 : Fock L) = 0
    simp [fockA]
  refine ⟨hC, hΩ, fun i j hij h0 => ?_⟩
  have h2 := (singletA_on_pairs hC hij hΩ).1
  rw [h0, smul_zero] at h2
  exact smul_ne_zero two_ne_zero one_ne_zero h2.symm

end

end SingletPairExchange
```

```lean
#print axioms SingletPairExchange.spinDot_eq_triplet
#print axioms SingletPairExchange.exchange_sum_bonds
#print axioms SingletPairExchange.exchange_expectation
#print axioms SingletPairExchange.exchange_on_pairs
```

```
'SingletPairExchange.spinDot_eq_triplet' depends on axioms: [propext, Classical.choice, Quot.sound]
'SingletPairExchange.exchange_sum_bonds' depends on axioms: [propext, Classical.choice, Quot.sound]
'SingletPairExchange.exchange_expectation' depends on axioms: [propext, Classical.choice, Quot.sound]
'SingletPairExchange.exchange_on_pairs' depends on axioms: [propext, Classical.choice, Quot.sound]
```
